# Normal ordering $a^m b^n$ without division when $ab-q\,ba=1$

Take one annihilator $a$ and two creators $b$ with $ab=1+q\,ba$. Then

$$ab^2=b+q\,b(ab)=(1+q)\,b+q^2b^2a .$$

The annihilator contracts with the first creator, or passes it for a factor $q$ and contracts with the second, or passes both. For $a^mb^n$ I expect Gaussian binomials, which I know as $[n]!/([k]!\,[n-k]!)$. But at $q=-1$ we have $[2]=1+q=0$, and $G(4,2)$ becomes $0/0$. Does the normal-ordering formula survive there?

## Gaussian binomials from a recursion

Yes. Set $[n]=1+q+\dots+q^{n-1}$, $[0]=0$, $[k]!=[k]\cdots[1]$, $[0]!=1$, and define $G$ by $G(n,0)=1$, $G(0,k+1)=0$ and

$$G(n+1,k+1)=G(n,k)+q^{k+1}G(n,k+1).$$

This gives $G(4,2)=2$ at $q=-1$, and $G(n,k)=0$ for $k>n$. For every $q$,

$$a^mb^n=\sum_{k=0}^{\min(m,n)}W(m,n,k)\,b^{n-k}a^{m-k},\qquad W(m,n,k)=q^{(m-k)(n-k)}[k]!\,G(m,k)\,G(n,k),$$

where $k$ counts contractions.

**One annihilator.** By induction, $ab^r=q^rb^ra+[r]b^{r-1}$, with no second term at $r=0$:

$$ab^{r+1}=b^r+q\,b(ab^r)=q^{r+1}b^{r+1}a+(1+q[r])\,b^r,\qquad 1+q[r]=[r+1].$$

**Exchange identity.** For $k\le n$, $[n-k]G(n,k)=[k+1]G(n,k+1)$. At $n=0$ both sides vanish. Assume it for $n$.

- For $1\le k\le n$, the recursion and the assumption turn both sides at $n+1$ into $[n+1]G(n,k)$: the left is $([k]+q^k[n-k+1])G(n,k)$, the right $([k+1]+q^{k+1}[n-k])G(n,k)$.
- For $k=0$, both sides are $[n+1]=1+q[n]$.
- For $k=n+1$, both vanish.

**Second Pascal rule.** Since $(1-q)[i]=1-q^i$, multiplying the exchange identity by $1-q$ and rearranging gives

$$G(n+1,k+1)=q^{n-k}G(n,k)+G(n,k+1).$$

**Adding an annihilator.** Multiply the expansion for $m$ by $a$ from the left. The $k=0$ weight gains $q^n$, as it should. The other weights require

$$W(m+1,n,k+1)=q^{n-k-1}W(m,n,k+1)+[n-k]W(m,n,k).$$

For $k<n$ and $k\le m$, the exchange identity makes the right side

$$q^{(m-k)(n-k-1)}[k+1]!\,G(n,k+1)\bigl(G(m,k+1)+q^{m-k}G(m,k)\bigr),$$

and the bracket is $G(m+1,k+1)$. Terms with $k>n$ vanish. Induction from $m=0$ finishes the derivation.

## What the theorem assumes

In `q_normal_ordering`, `R` is any commutative ring, `A` any algebra over it, and `q` a scalar acting through `•`. The sum over `range (min m n + 1)` includes $k=\min(m,n)$. Nothing makes $b$ the adjoint of $a$. Despite the name `wickCoeff`, this is an identity for one mode and one ordering pattern, not Wick's theorem for general products.

The relation is needed: for $a=b=0$ in a nonzero algebra, the case $m=n=1$ would read $0=1$. That case is in fact the relation itself.

`q_normal_ordering_witness` supplies operators for every $q$, acting on amplitudes of unnormalised number states: $a|n\rangle=[n]\,|n-1\rangle$, $b|n\rangle=|n+1\rangle$. For real $q>-1$ and an inner product that makes $b$ the adjoint of $a$, normalised states have the factors $\sqrt{[n]}$ and $\sqrt{[n+1]}$ instead.

At $q=1$ the identity, applied repeatedly to factors $a^mb^n$, orders polynomial terms of a single bosonic mode, as in an anharmonic vibrational Hamiltonian. Using it for unbounded Hilbert-space operators also takes a common domain that $a$ and $b$ map into itself. At $q=-1$ the assumed relation is the one-mode anticommutation relation $ab+ba=1$, without the fermionic conditions $a^2=b^2=0$.

## The same steps in Lean

`qBinom_absorb` is the exchange identity, with $n=k+j$ to avoid subtraction; `qBinom_pascal` is the second Pascal rule. In both, `linear_combination` adds multiples of known identities and leaves a polynomial check. `wickCoeff_succ` is the weight recursion.

Inside the main theorem, `one` moves a single annihilator and `key` is the induction on $m$, summed up to $m$. There `step` splits each term in two and `shift` realigns the indices. Finally `sum_subset` removes the vanishing terms with $k>n$.

```lean
import Mathlib

open Finset

namespace QNormalOrdering

variable {R : Type*} [CommRing R]

/-- The q-number `[n] = 1 + q + ... + q^(n-1)`. -/
def qNum (q : R) (n : ℕ) : R := ∑ i ∈ range n, q ^ i

/-- The q-factorial `[n]! = [n] [n-1] ... [1]`. -/
def qFact (q : R) : ℕ → R
  | 0 => 1
  | n + 1 => qNum q (n + 1) * qFact q n

/-- The Gaussian binomial `G(n,k)`, defined by the q-Pascal recursion. -/
def qBinom (q : R) : ℕ → ℕ → R
  | _, 0 => 1
  | 0, _ + 1 => 0
  | n + 1, k + 1 => qBinom q n k + q ^ (k + 1) * qBinom q n (k + 1)

/-- The weight of all ways to contract `k` pairs among `m` annihilators and `n` creators,
for `k ≤ min m n`. -/
def wickCoeff (q : R) (m n k : ℕ) : R :=
  q ^ ((m - k) * (n - k)) * qFact q k * qBinom q m k * qBinom q n k

/-- The q-numbers obey `[n+1] = 1 + q [n]`. -/
theorem qNum_succ' (q : R) (n : ℕ) : qNum q (n + 1) = 1 + q * qNum q n := by
  unfold qNum
  rw [sum_range_succ', mul_sum]
  simp only [pow_succ', pow_zero]
  exact add_comm _ _

/-- Choosing nothing has weight one: `G(n,0) = 1`. -/
theorem qBinom_zero_right (q : R) (n : ℕ) : qBinom q n 0 = 1 := by
  cases n <;> rfl

/-- One cannot choose more than there is: `G(n,k) = 0` for `k > n`. -/
theorem qBinom_eq_zero (q : R) : ∀ n k : ℕ, n < k → qBinom q n k = 0
  | _, 0, h => absurd h (Nat.not_lt_zero _)
  | 0, _ + 1, _ => rfl
  | n + 1, k + 1, h => by
    simp [qBinom, qBinom_eq_zero q n k (by omega), qBinom_eq_zero q n (k + 1) (by omega)]

/-- Exchange identity `[n-k] G(n,k) = [k+1] G(n,k+1)`, written with `n = k + j`. -/
theorem qBinom_absorb (q : R) (n k j : ℕ) (h : k + j = n) :
    qNum q j * qBinom q n k = qNum q (k + 1) * qBinom q n (k + 1) := by
  induction n generalizing k j with
  | zero =>
    obtain ⟨rfl, rfl⟩ : k = 0 ∧ j = 0 := by omega
    simp [qNum, qBinom]
  | succ n ih =>
    cases k with
    | zero =>
      obtain rfl : j = n + 1 := by omega
      have h0 := ih 0 n (by omega)
      have e1 : qNum q 1 = 1 := by simp [qNum]
      have s : qBinom q (n + 1) (0 + 1)
          = qBinom q n 0 + q ^ (0 + 1) * qBinom q n (0 + 1) := rfl
      rw [s, qNum_succ' q n]
      simp only [zero_add, e1, qBinom_zero_right, one_mul, mul_one, pow_one] at h0 ⊢
      linear_combination q * h0
    | succ k =>
      have h1 := ih k j (by omega)
      cases j with
      | zero =>
        rw [qBinom_eq_zero q (n + 1) (k + 1 + 1) (by omega)]
        simp [qNum]
      | succ j =>
        have h2 := ih (k + 1) j (by omega)
        have u : qNum q (k + 1 + 1) = qNum q (k + 1) + q ^ (k + 1) := sum_range_succ _ _
        simp only [qBinom]
        linear_combination h1 + q ^ (k + 2) * h2
          + q ^ (k + 1) * qBinom q n (k + 1) * qNum_succ' q j - qBinom q n (k + 1) * u

/-- The second q-Pascal rule `G(n+1,k+1) = q^(n-k) G(n,k) + G(n,k+1)`, with `n = k + j`. -/
theorem qBinom_pascal (q : R) (k j : ℕ) :
    qBinom q (k + j + 1) (k + 1) = q ^ j * qBinom q (k + j) k + qBinom q (k + j) (k + 1) := by
  have g : ∀ i, (1 - q) * qNum q i = 1 - q ^ i := fun i => mul_neg_geom_sum q i
  rw [qBinom]
  linear_combination (1 - q) * qBinom_absorb q (k + j) k j rfl
    - qBinom q (k + j) k * g j + qBinom q (k + j) (k + 1) * g (k + 1)

/-- Adding one annihilator, for `k ≤ m`: it either passes all remaining creators or is
contracted with one of them. -/
theorem wickCoeff_succ (q : R) (m n k : ℕ) (hk : k ≤ m) :
    wickCoeff q (m + 1) n (k + 1) =
      wickCoeff q m n (k + 1) * q ^ (n - (k + 1)) + wickCoeff q m n k * qNum q (n - k) := by
  obtain ⟨j, rfl⟩ := Nat.exists_eq_add_of_le hk
  unfold wickCoeff
  rcases Nat.lt_or_ge k n with hn | hn
  · obtain ⟨r, rfl⟩ : ∃ r, n = k + 1 + r := ⟨n - (k + 1), by omega⟩
    have ha := qBinom_absorb q (k + 1 + r) k (r + 1) (by omega)
    have hf : qFact q (k + 1) = qNum q (k + 1) * qFact q k := rfl
    have hz : q ^ ((k + j - (k + 1)) * r) * qBinom q (k + j) (k + 1) * q ^ r
        = q ^ (j * r) * qBinom q (k + j) (k + 1) := by
      cases j with
      | zero => rw [qBinom_eq_zero q (k + 0) (k + 1) (by omega)]; simp
      | succ s => rw [show k + (s + 1) - (k + 1) = s by omega]; ring
    rw [show k + j + 1 - (k + 1) = j by omega, show k + 1 + r - (k + 1) = r by omega,
      show k + j - k = j by omega, show k + 1 + r - k = r + 1 by omega,
      qBinom_pascal q k j, hf]
    generalize k + j - (k + 1) = d at hz ⊢
    linear_combination
      -(qNum q (k + 1) * qFact q k * qBinom q (k + 1 + r) (k + 1)) * hz
      - q ^ (j * r + j) * qFact q k * qBinom q (k + j) k * ha
  · rw [qBinom_eq_zero q n (k + 1) (by omega), Nat.sub_eq_zero_of_le hn]
    simp [qNum]

/-- q-normal ordering: if `ab - q ba = 1`, then `a^m b^n` is the sum over the number `k` of
contractions of `q^((m-k)(n-k)) [k]! G(m,k) G(n,k) b^(n-k) a^(m-k)`. -/
theorem q_normal_ordering {A : Type*} [Ring A] [Algebra R A] (q : R) (a b : A)
    (h : a * b - q • (b * a) = 1) (m n : ℕ) :
    a ^ m * b ^ n = ∑ k ∈ range (min m n + 1),
      (q ^ ((m - k) * (n - k)) * qFact q k * qBinom q m k * qBinom q n k) •
        (b ^ (n - k) * a ^ (m - k)) := by
  have hab : a * b = 1 + q • (b * a) := sub_eq_iff_eq_add.mp h
  -- moving a single annihilator through a power of the creator
  have one : ∀ r, a * b ^ r = q ^ r • (b ^ r * a) + qNum q r • b ^ (r - 1) := by
    intro r
    induction r with
    | zero => simp [qNum]
    | succ r ih =>
      have hb : qNum q r • (b * b ^ (r - 1)) = qNum q r • b ^ r := by
        cases r with
        | zero => simp [qNum]
        | succ s => rw [Nat.add_sub_cancel, ← pow_succ']
      calc a * b ^ (r + 1) = (a * b) * b ^ r := by rw [pow_succ', mul_assoc]
        _ = b ^ r + q • (b * (a * b ^ r)) := by
          rw [hab, add_mul, one_mul, smul_mul_assoc, mul_assoc]
        _ = b ^ r + q • (q ^ r • (b ^ (r + 1) * a) + qNum q r • b ^ r) := by
          rw [ih, mul_add, mul_smul_comm, mul_smul_comm, hb, ← mul_assoc, ← pow_succ']
        _ = _ := by
          rw [qNum_succ', Nat.add_sub_cancel]
          module
  -- induction on the number of annihilators
  have key : ∀ m, a ^ m * b ^ n =
      ∑ k ∈ range (m + 1), wickCoeff q m n k • (b ^ (n - k) * a ^ (m - k)) := by
    intro m
    induction m with
    | zero => simp [wickCoeff, qFact, qBinom_zero_right]
    | succ m ih =>
      have top : wickCoeff q m n (m + 1) = 0 := by
        simp [wickCoeff, qBinom_eq_zero q m (m + 1) (by omega)]
      have step : ∀ k ∈ range (m + 1),
          a * (wickCoeff q m n k • (b ^ (n - k) * a ^ (m - k))) =
            (wickCoeff q m n k * q ^ (n - k)) • (b ^ (n - k) * a ^ (m + 1 - k)) +
            (wickCoeff q m n k * qNum q (n - k)) • (b ^ (n - (k + 1)) * a ^ (m - k)) := by
        intro k hk
        have hk' : m + 1 - k = (m - k) + 1 := by
          have := Finset.mem_range.mp hk
          omega
        rw [mul_smul_comm, ← mul_assoc, one, hk', pow_succ' a, add_mul, smul_mul_assoc,
          smul_mul_assoc, mul_assoc, smul_add, smul_smul, smul_smul, Nat.sub_sub]
      have shift : ∀ U : ℕ → A, U (m + 1) = 0 →
          ∑ k ∈ range (m + 1), U k = ∑ k ∈ range (m + 1), U (k + 1) + U 0 := by
        intro U hU
        rw [← sum_range_succ' U (m + 1), sum_range_succ U (m + 1), hU, add_zero]
      have h0 : wickCoeff q m n 0 * q ^ (n - 0) = wickCoeff q (m + 1) n 0 := by
        simp only [wickCoeff, qBinom_zero_right, Nat.sub_zero]
        ring
      rw [pow_succ' a m, mul_assoc, ih, mul_sum, sum_congr rfl step, sum_add_distrib,
        shift (fun k => (wickCoeff q m n k * q ^ (n - k)) • (b ^ (n - k) * a ^ (m + 1 - k)))
          (by simp [top]),
        sum_range_succ' _ (m + 1), add_right_comm, ← sum_add_distrib]
      congr 1
      · apply sum_congr rfl
        intro k hk
        have hkm : k ≤ m := Nat.lt_succ_iff.mp (Finset.mem_range.mp hk)
        simp only [wickCoeff_succ q m n k hkm, add_smul, Nat.add_sub_add_right]
      · simp only [h0]
  -- terms with more contractions than creators vanish
  rw [key m]
  simp only [wickCoeff]
  symm
  apply sum_subset
  · intro k hk
    simp only [Finset.mem_range] at hk ⊢
    omega
  · intro k hk hk'
    simp only [Finset.mem_range] at hk hk'
    rw [qBinom_eq_zero q n k (by omega)]
    simp

/-- The lowering operator on amplitudes `f n` of number states: `(a f) n = [n+1] f (n+1)`. -/
def lower (q : R) : Module.End R (ℕ → R) where
  toFun f n := qNum q (n + 1) * f (n + 1)
  map_add' f g := by funext n; simp [mul_add]
  map_smul' c f := by funext n; simp [mul_left_comm]

/-- The raising operator on amplitudes: `(b f) 0 = 0` and `(b f) (n+1) = f n`. -/
def raise : Module.End R (ℕ → R) where
  toFun f n := match n with
    | 0 => 0
    | k + 1 => f k
  map_add' f g := by funext n; cases n <;> simp
  map_smul' c f := by funext n; cases n <;> simp

/-- The operators `lower q` and `raise` satisfy `ab - q ba = 1`. -/
theorem q_normal_ordering_witness (q : R) :
    lower q * raise - q • (raise * lower q) = 1 := by
  refine LinearMap.ext fun f => funext fun n => ?_
  cases n with
  | zero =>
    change qNum q (0 + 1) * f 0 - q * 0 = f 0
    simp [qNum]
  | succ n =>
    change qNum q (n + 1 + 1) * f (n + 1) - q * (qNum q (n + 1) * f (n + 1)) = f (n + 1)
    linear_combination f (n + 1) * qNum_succ' q (n + 1)

end QNormalOrdering
```

```lean
#print axioms QNormalOrdering.q_normal_ordering
-- 'QNormalOrdering.q_normal_ordering' depends on axioms: [propext, Classical.choice, Quot.sound]
```
